# Yukawa scattering in the first Born approximation: amplitude and total cross section in closed form

Take the potential \(V(r)=e^{-r}/r\) and momentum transfer \(q=1\), in units where \(\hbar\) and the mass are one. The first Born amplitude is

\[
-2\int_0^\infty r\,\frac{e^{-r}}{r}\,\sin r\,dr=-2\int_0^\infty e^{-r}\sin r\,dr=-2\cdot\tfrac12=-1 .
\]

The radial weight \(r\) cancels the pole of the potential, and a damped sine remains. The same cancellation works for \(V(r)=A e^{-mr}/r\), with strength \(A\) and screening constant \(m\). For \(m>0\) and \(q\neq0\) the amplitude is \(-2A/(q^2+m^2)\), and for wave number \(k>0\) the total Born cross section is \(16\pi A^2/\big(m^2(m^2+4k^2)\big)\).

These forms can serve as a check on a numerical Born calculation, for a single static screened centre and at first order only. The comments below on dropping a hypothesis are ordinary mathematics without a theorem in the file behind them.

## Amplitude, angle and cross section as functions

```lean
import Mathlib

open Real MeasureTheory Set Filter Topology

namespace YukawaBorn

noncomputable section
```

All quantities are real, and `yukawa A m` is the potential as a function of \(r\).

```lean
/-- The Yukawa potential `A exp(-m r) / r` of strength `A` and screening constant `m`,
for distances `r > 0`. -/
def yukawa (A m r : ℝ) : ℝ := A * exp (-(m * r)) / r
```

The Born amplitude is taken as a definition for a central potential \(V\) such that \(r\,V(r)\sin(qr)\) is integrable on the half-line. Without integrability, Lean's integral is zero by convention, so `bornAmplitude` returns zero for the bare Coulomb potential, which is not a physical amplitude. Physically, the Born approximation replaces the exact wave inside the potential by the incoming plane wave. It is not derived here from the Schrödinger equation, and nothing is proved about when it is accurate.

```lean
/-- The first Born amplitude of a central potential `V` at momentum transfer `q ≠ 0`, when
`r V(r) sin(q r)` is integrable on the half-line `r > 0`, in units where the reduced Planck constant
and the mass are one. -/
def bornAmplitude (V : ℝ → ℝ) (q : ℝ) : ℝ :=
  -(2 / q) * ∫ r in Ioi (0 : ℝ), r * V r * sin (q * r)
```

For elastic scattering through the angle \(t\), the momentum transfer is \(q=2k\sin(t/2)\).

```lean
/-- The momentum transfer in elastic scattering with wave number `k` through the angle `t`. -/
def momentumTransfer (k t : ℝ) : ℝ := 2 * k * sin (t / 2)
```

The differential cross section is the squared amplitude. The total one integrates it over the sphere, where the azimuth contributes the factor \(2\pi\).

```lean
/-- The Born differential cross section at wave number `k` and scattering angle `t`, where the
momentum transfer is nonzero and the radial integrand of the amplitude is integrable. -/
def diffCrossSection (V : ℝ → ℝ) (k t : ℝ) : ℝ :=
  bornAmplitude V (momentumTransfer k t) ^ 2

/-- The total Born cross section: the differential one integrated over the sphere of directions, for
wave number `k ≠ 0`, when the radial integrand of the amplitude is integrable at each angle
`0 < t ≤ π` and the angular integrand is integrable too. -/
def totalCrossSection (V : ℝ → ℝ) (k : ℝ) : ℝ :=
  2 * π * ∫ t in (0 : ℝ)..π, diffCrossSection V k t * sin t
```

Since \(\cos t=1-2\sin^2(t/2)\), we have \(q^2=4k^2\sin^2(t/2)=2k^2(1-\cos t)\). This holds for all real \(k\) and \(t\).

```lean
/-- The squared momentum transfer is `2 k² (1 - cos t)`. -/
theorem momentumTransfer_sq (k t : ℝ) :
    momentumTransfer k t ^ 2 = 2 * k ^ 2 * (1 - cos t) := by
  have h := Real.cos_two_mul (t / 2)
  rw [show 2 * (t / 2) = t by ring] at h
  unfold momentumTransfer
  linear_combination 4 * k ^ 2 * Real.sin_sq_add_cos_sq (t / 2) + 2 * k ^ 2 * h
```

## Positive screening: \(m>0\)

Positive \(m\) gives the potential a finite range \(1/m\). By hand, it is what makes the radial integral converge, because \(|e^{-mr}\sin(qr)|\le e^{-mr}\). The Lean proof uses the same bound.

```lean
/-- For `m > 0` the damped sine wave `exp(-m r) sin(q r)` is integrable on the half-line. -/
theorem integrableOn_damped_sine {m : ℝ} (hm : 0 < m) (q : ℝ) :
    IntegrableOn (fun r => exp (-(m * r)) * sin (q * r)) (Ioi 0) := by
  have h : IntegrableOn (fun r => exp (-(m * r))) (Ioi 0) := by
    simpa only [neg_mul] using exp_neg_integrableOn_Ioi 0 hm
  refine Integrable.mono' h (Continuous.aestronglyMeasurable (by fun_prop))
    (ae_of_all _ fun r => ?_)
  rw [Real.norm_eq_abs, abs_mul, abs_of_pos (exp_pos _)]
  exact mul_le_of_le_one_right (exp_pos _).le (abs_sin_le_one _)
```

An antiderivative of the damped sine is

\[
F(r)=-\frac{e^{-mr}\,\big(m\sin qr+q\cos qr\big)}{q^2+m^2}.
\]

In \(F'\) the cosine terms cancel and the sine terms add up to \((m^2+q^2)\,e^{-mr}\sin(qr)/(q^2+m^2)=e^{-mr}\sin(qr)\). Because \(m>0\), \(F(r)\to0\) at infinity, and \(F(0)=-q/(q^2+m^2)\). Hence

\[
\int_0^\infty e^{-mr}\sin(qr)\,dr=\frac{q}{q^2+m^2}.
\]

In the proof, `hderiv` is the differentiation. `hlim` is the limit at infinity, obtained from \(|m\sin qr+q\cos qr|\le m+|q|\). The fundamental theorem of calculus on the half-line then gives the value.

```lean
/-- For `m > 0` the integral of `exp(-m r) sin(q r)` over the half-line is `q / (q² + m²)`. -/
theorem integral_damped_sine {m : ℝ} (hm : 0 < m) (q : ℝ) :
    ∫ r in Ioi (0 : ℝ), exp (-(m * r)) * sin (q * r) = q / (q ^ 2 + m ^ 2) := by
  have hD : 0 < q ^ 2 + m ^ 2 := by positivity
  -- an explicit antiderivative
  have hderiv : ∀ r ∈ Ici (0 : ℝ), HasDerivAt
      (fun r => -(exp (-(m * r)) * (m * sin (q * r) + q * cos (q * r))) / (q ^ 2 + m ^ 2))
      (exp (-(m * r)) * sin (q * r)) r := by
    intro r _
    have h1 := ((hasDerivAt_id' r).const_mul m).fun_neg.exp
    have h2 := ((hasDerivAt_id' r).const_mul q).sin
    have h3 := ((hasDerivAt_id' r).const_mul q).cos
    refine ((h1.fun_mul ((h2.const_mul m).fun_add (h3.const_mul q))).fun_neg.div_const
      (q ^ 2 + m ^ 2)).congr_deriv ?_
    rw [div_eq_iff hD.ne']
    ring
  -- it vanishes at infinity because of the exponential
  have hexp : Tendsto (fun r : ℝ => exp (-(m * r))) atTop (𝓝 0) :=
    Real.tendsto_exp_neg_atTop_nhds_zero.comp (tendsto_id.const_mul_atTop hm)
  have hlim : Tendsto
      (fun r => -(exp (-(m * r)) * (m * sin (q * r) + q * cos (q * r))) / (q ^ 2 + m ^ 2))
      atTop (𝓝 0) := by
    refine squeeze_zero_norm (a := fun r => exp (-(m * r)) * ((m + |q|) / (q ^ 2 + m ^ 2)))
      (fun r => ?_) (by simpa using hexp.mul_const ((m + |q|) / (q ^ 2 + m ^ 2)))
    have hX : |m * sin (q * r) + q * cos (q * r)| ≤ m + |q| := by
      refine (abs_add_le _ _).trans (add_le_add ?_ ?_)
      · rw [abs_mul, abs_of_pos hm]
        exact mul_le_of_le_one_right hm.le (abs_sin_le_one _)
      · rw [abs_mul]
        exact mul_le_of_le_one_right (abs_nonneg q) (abs_cos_le_one _)
    rw [Real.norm_eq_abs, abs_div, abs_neg, abs_mul, abs_of_pos (exp_pos _), abs_of_pos hD,
      mul_div_assoc]
    exact mul_le_mul_of_nonneg_left (div_le_div_of_nonneg_right hX hD.le) (exp_pos _).le
  rw [integral_Ioi_of_hasDerivAt_of_tendsto' hderiv (integrableOn_damped_sine hm q) hlim]
  simp [neg_div]
```

At \(m=0\) the integrand is \(\sin(qr)\), which does not decay, and for \(q\neq0\) the integral does not converge. The Coulomb case is therefore approached below as a limit \(m\to0^+\).

## Nonzero momentum transfer: \(q\neq0\)

This hypothesis says that the particle is actually deflected. By hand, it is needed to cancel \(q\) in

\[
-\frac2q\,A\,\frac{q}{q^2+m^2}=-\frac{2A}{q^2+m^2}.
\]

In the proof, `h` cancels \(r\) against \(1/r\) on the open half-line, and the final `field_simp` cancels \(q\) using `hq`.

```lean
/-- The Born amplitude of the Yukawa potential with `m > 0` at momentum transfer `q ≠ 0`
is `-2A / (q² + m²)`. -/
theorem bornAmplitude_yukawa (A : ℝ) {m q : ℝ} (hm : 0 < m) (hq : q ≠ 0) :
    bornAmplitude (yukawa A m) q = -2 * A / (q ^ 2 + m ^ 2) := by
  have hD : q ^ 2 + m ^ 2 ≠ 0 := by positivity
  -- the radial weight cancels the pole of the potential
  have h : ∫ r in Ioi (0 : ℝ), r * yukawa A m r * sin (q * r)
      = ∫ r in Ioi (0 : ℝ), A * (exp (-(m * r)) * sin (q * r)) := by
    refine setIntegral_congr_fun measurableSet_Ioi fun r hr => ?_
    have hr0 : r ≠ 0 := ne_of_gt hr
    simp only [yukawa]
    rw [mul_div_cancel₀ _ hr0, mul_assoc]
  rw [bornAmplitude, h, integral_const_mul, integral_damped_sine hm q]
  field_simp
```

The closed form has the finite limit \(-2A/m^2\) as \(q\to0\), but the definition divides by \(q\), and Lean's convention for division by zero makes `bornAmplitude` vanish at \(q=0\).

## A moving projectile: \(k>0\)

Here \(k\) is the wave number of the incoming particle. Inserting the amplitude and the formula for \(q^2\), the integral over \(t\) becomes

\[
\int_0^\pi\frac{4A^2\sin t}{\big(m^2+2k^2(1-\cos t)\big)^2}\,dt .
\]

An antiderivative is

\[
G(t)=-\frac{2A^2}{k^2}\,\frac{1}{m^2+2k^2(1-\cos t)},
\]

because differentiating the denominator produces \(2k^2\sin t\). This is where \(k\neq0\) enters by hand. Then

\[
G(\pi)-G(0)=\frac{2A^2}{k^2}\left(\frac1{m^2}-\frac1{m^2+4k^2}\right)=\frac{8A^2}{m^2(m^2+4k^2)},
\]

and the factor \(2\pi\) gives the total cross section.

The proof also uses `hk` in `hcongr`, to show \(q\neq0\) for \(0<t\le\pi\). At \(t=0\) the momentum transfer does vanish, but so does the weight \(\sin t\), and both integrands are zero. `hD` keeps the denominator away from zero, which at \(t=0\) relies on \(m>0\).

```lean
/-- The total Born cross section of the Yukawa potential with `m > 0` at wave number `k > 0`
is `16 π A² / (m² (m² + 4k²))`. -/
theorem totalCrossSection_yukawa (A : ℝ) {m k : ℝ} (hm : 0 < m) (hk : 0 < k) :
    totalCrossSection (yukawa A m) k
      = 16 * π * A ^ 2 / (m ^ 2 * (m ^ 2 + 4 * k ^ 2)) := by
  have hD : ∀ t, m ^ 2 + 2 * k ^ 2 * (1 - cos t) ≠ 0 := fun t => by
    have h1 : 0 ≤ 1 - cos t := sub_nonneg.mpr (cos_le_one t)
    positivity
  -- insert the amplitude; in the forward direction the solid-angle weight vanishes
  have hcongr : ∫ t in (0 : ℝ)..π, diffCrossSection (yukawa A m) k t * sin t
      = ∫ t in (0 : ℝ)..π, 4 * A ^ 2 * sin t / (m ^ 2 + 2 * k ^ 2 * (1 - cos t)) ^ 2 := by
    refine intervalIntegral.integral_congr fun t ht => ?_
    rw [uIcc_of_le pi_pos.le] at ht
    rcases eq_or_lt_of_le ht.1 with h0 | h0
    · simp [← h0]
    · have hs : 0 < sin (t / 2) :=
        sin_pos_of_pos_of_lt_pi (by linarith) (by linarith [ht.2, pi_pos])
      have hq : momentumTransfer k t ≠ 0 := by
        unfold momentumTransfer
        positivity
      simp only [diffCrossSection]
      rw [bornAmplitude_yukawa A hm hq, momentumTransfer_sq, add_comm _ (m ^ 2), div_pow]
      ring
  -- an antiderivative in the scattering angle
  have hderiv : ∀ t ∈ uIcc (0 : ℝ) π, HasDerivAt
      (fun t => -(2 * A ^ 2 / k ^ 2) / (m ^ 2 + 2 * k ^ 2 * (1 - cos t)))
      (4 * A ^ 2 * sin t / (m ^ 2 + 2 * k ^ 2 * (1 - cos t)) ^ 2) t := by
    intro t _
    have h1 := (((hasDerivAt_cos t).const_sub 1).const_mul (2 * k ^ 2)).const_add (m ^ 2)
    refine ((hasDerivAt_const t (-(2 * A ^ 2 / k ^ 2))).fun_div h1 (hD t)).congr_deriv ?_
    have hc : 2 * A ^ 2 / k ^ 2 * k ^ 2 = 2 * A ^ 2 := div_mul_cancel₀ _ (by positivity)
    congr 1
    linear_combination 2 * sin t * hc
  have hcont : Continuous
      (fun t => 4 * A ^ 2 * sin t / (m ^ 2 + 2 * k ^ 2 * (1 - cos t)) ^ 2) :=
    Continuous.div (by fun_prop) (by fun_prop) fun t => pow_ne_zero 2 (hD t)
  rw [totalCrossSection, hcongr,
    intervalIntegral.integral_eq_sub_of_hasDerivAt hderiv (hcont.intervalIntegrable _ _),
    cos_pi, cos_zero, show m ^ 2 + 2 * k ^ 2 * (1 - -1) = m ^ 2 + 4 * k ^ 2 by ring,
    show m ^ 2 + 2 * k ^ 2 * (1 - 1) = m ^ 2 by ring]
  have h4 : m ^ 2 + 4 * k ^ 2 ≠ 0 := by positivity
  field_simp
  ring
```

At \(k=0\) there is no momentum transfer at any angle, and the amplitude formula does not apply. The closed form itself tends to \(16\pi A^2/m^4\) as \(k\to0\). The sign of \(k\) is a convention, since only \(k^2\) appears in the result.

## Away from the forward direction: \(0<t\le\pi\)

These are the scattering angles with an actual deflection. At fixed \(k>0\) and \(t\), \(q\) is a fixed nonzero number, so letting \(m\to0^+\) gives

\[
\left(\frac{-2A}{q^2+m^2}\right)^2\longrightarrow\frac{4A^2}{q^4}=\frac{A^2}{4k^4\sin^4(t/2)},
\]

which is the Rutherford formula. It is reached here as a limit of screened Born cross sections; scattering by the bare Coulomb potential is not treated.

In the proof, the angle bounds give \(\sin(t/2)>0\). `hc` is continuity of the closed form at \(m=0\), and `hval` evaluates it there. The filter `𝓝[>] 0` says that \(m\) approaches zero through positive values, where the amplitude theorem applies.

```lean
/-- Rutherford formula: as the screening constant tends to zero from above, the Born differential
cross section of the Yukawa potential of strength `A` at `k > 0` and `0 < t ≤ π` tends to
`A² / (4 k⁴ sin⁴(t/2))`. -/
theorem rutherford_limit (A : ℝ) {k t : ℝ} (hk : 0 < k) (ht : 0 < t) (htπ : t ≤ π) :
    Tendsto (fun m => diffCrossSection (yukawa A m) k t) (𝓝[>] 0)
      (𝓝 (A ^ 2 / (4 * k ^ 4 * sin (t / 2) ^ 4))) := by
  have hs : 0 < sin (t / 2) :=
    sin_pos_of_pos_of_lt_pi (by linarith) (by linarith [pi_pos])
  have hq : momentumTransfer k t ≠ 0 := by
    unfold momentumTransfer
    positivity
  have hc : ContinuousAt
      (fun m : ℝ => (-2 * A / (momentumTransfer k t ^ 2 + m ^ 2)) ^ 2) 0 :=
    (ContinuousAt.div continuousAt_const (by fun_prop) (by positivity)).pow 2
  have hval : (-2 * A / (momentumTransfer k t ^ 2 + (0 : ℝ) ^ 2)) ^ 2
      = A ^ 2 / (4 * k ^ 4 * sin (t / 2) ^ 4) := by
    rw [div_pow, div_eq_div_iff (by positivity) (by positivity)]
    unfold momentumTransfer
    ring
  rw [← hval]
  refine (hc.tendsto.mono_left nhdsWithin_le_nhds).congr' ?_
  filter_upwards [self_mem_nhdsWithin] with m hm
  rw [diffCrossSection, bornAmplitude_yukawa A hm hq]
```

At \(t=0\) the right-hand side of the Rutherford formula is singular.

## A potential that is present: \(A\neq0\)

The amplitude and total cross section formulas hold for every real \(A\), attractive or repulsive. Only the divergence of the total cross section needs \(A\neq0\). As \(m\to0^+\), the denominator \(m^2(m^2+4k^2)\) tends to zero through positive values while the numerator \(16\pi A^2\) stays fixed and positive, so the quotient grows without bound. In the proof, `h0` is the statement about the denominator and `hpos` the one about the numerator.

```lean
/-- For `A ≠ 0` and `k > 0` the total Born cross section of the Yukawa potential of strength `A`
grows without bound as the screening constant tends to zero from above. -/
theorem totalCrossSection_diverges {A k : ℝ} (hA : A ≠ 0) (hk : 0 < k) :
    Tendsto (fun m => totalCrossSection (yukawa A m) k) (𝓝[>] 0) atTop := by
  have hc : Continuous (fun m : ℝ => m ^ 2 * (m ^ 2 + 4 * k ^ 2)) := by fun_prop
  have h0 : Tendsto (fun m : ℝ => m ^ 2 * (m ^ 2 + 4 * k ^ 2)) (𝓝[>] 0) (𝓝[>] 0) := by
    refine tendsto_nhdsWithin_iff.mpr ⟨?_, ?_⟩
    · simpa using (hc.tendsto 0).mono_left nhdsWithin_le_nhds
    · filter_upwards [self_mem_nhdsWithin] with m hm
      have hm' : 0 < m := hm
      exact mem_Ioi.mpr (by positivity)
  have hpos : 0 < 16 * π * A ^ 2 := by positivity
  refine ((tendsto_inv_nhdsGT_zero.comp h0).const_mul_atTop hpos).congr' ?_
  filter_upwards [self_mem_nhdsWithin] with m hm
  rw [totalCrossSection_yukawa A hm hk, div_eq_mul_inv, Function.comp_apply]

end

end YukawaBorn
```

With \(A=0\) nothing scatters, and the total cross section is zero for every \(m>0\).

```lean
#print axioms YukawaBorn.totalCrossSection_yukawa
#print axioms YukawaBorn.rutherford_limit
#print axioms YukawaBorn.totalCrossSection_diverges
```

```
'YukawaBorn.totalCrossSection_yukawa' depends on axioms: [propext, Classical.choice, Quot.sound]
'YukawaBorn.rutherford_limit' depends on axioms: [propext, Classical.choice, Quot.sound]
'YukawaBorn.totalCrossSection_diverges' depends on axioms: [propext, Classical.choice, Quot.sound]
```
